# The Phillips–Kleinman pseudo-wavefunction of lowest kinetic quotient obeys a pseudopotential equation containing that quotient

Let the one-electron Hamiltonian H = T + V, with Hermitian kinetic energy T, commute with the orthogonal projector P onto the core states, and let ψ ≠ 0 be a valence state with Hψ = Eψ and Pψ = 0. If φ has the lowest kinetic quotient t = ⟨φ,Tφ⟩/⟨φ,φ⟩ among all vectors ψ + Pc, then

PTφ = tPφ and (T + (1 − P)V + (E − t)P)φ = Eφ.

In Lean 4 with Mathlib:

```lean
import Mathlib

open scoped InnerProductSpace

namespace SmoothestPseudoWavefunction

noncomputable section

variable {F : Type*} [NormedAddCommGroup F] [InnerProductSpace ℂ F]
variable {T V P : F →ₗ[ℂ] F} {ψ φ : F}

/-- The quotient `Re ⟨φ, T φ⟩ / ⟨φ, φ⟩` of a nonzero vector `φ`. For symmetric `T` the inner product
`⟨φ, T φ⟩` is real, and this is the mean value of `T`. -/
def kineticQuotient (T : F →ₗ[ℂ] F) (φ : F) : ℝ :=
  (inner ℂ φ (T φ)).re / ‖φ‖ ^ 2

/-- `φ` is a smoothest pseudo-wavefunction of `ψ`: it differs from `ψ` by a core vector, and no
other admixture of core vectors to `ψ` gives a lower kinetic quotient. -/
def IsSmoothest (T P : F →ₗ[ℂ] F) (ψ φ : F) : Prop :=
  (∃ a, φ = ψ + P a) ∧ ∀ c, kineticQuotient T φ ≤ kineticQuotient T (ψ + P c)

/-- The pseudopotential `(1 - P) V + (E - τ) P`. -/
def pseudopotential (V P : F →ₗ[ℂ] F) (E τ : ℂ) : F →ₗ[ℂ] F :=
  (LinearMap.id - P) ∘ₗ V + (E - τ) • P

/-- If `P` is idempotent and annihilates the nonzero vector `ψ`, then adding a core vector
to `ψ` never gives zero. -/
theorem pseudo_ne_zero (hPP : ∀ x, P (P x) = P x) (hψ : P ψ = 0) (h0 : ψ ≠ 0) (c : F) :
    ψ + P c ≠ 0 := by
  intro h
  have h1 : P c = 0 := by
    have h2 := congrArg P h
    rwa [map_add, hψ, hPP, zero_add, map_zero] at h2
  rw [h1, add_zero] at h
  exact h0 h

/-- For symmetric `T`, the exact change of `⟨φ, T φ⟩ - t ⟨φ, φ⟩` when `c` is added to `φ`. -/
theorem kinetic_expansion (hT : T.IsSymmetric) (φ c : F) (t : ℝ) :
    (inner ℂ (φ + c) (T (φ + c))).re - t * ‖φ + c‖ ^ 2 =
      ((inner ℂ φ (T φ)).re - t * ‖φ‖ ^ 2) + 2 * (inner ℂ c (T φ - (t : ℂ) • φ)).re
        + ((inner ℂ c (T c)).re - t * ‖c‖ ^ 2) := by
  have h1 : (inner ℂ φ (T c)).re = (inner ℂ c (T φ)).re := by
    rw [← hT φ c, ← inner_conj_symm (T φ) c, Complex.conj_re]
  have h2 : ‖c + φ‖ ^ 2 = ‖c‖ ^ 2 + 2 * (inner ℂ c φ).re + ‖φ‖ ^ 2 :=
    norm_add_sq (𝕜 := ℂ) c φ
  rw [add_comm φ c, h2, map_add]
  simp only [inner_add_left, inner_add_right, inner_sub_right, inner_smul_right,
    Complex.add_re, Complex.sub_re, Complex.re_ofReal_mul, h1]
  ring

/-- Let `T` be symmetric, `P` an orthogonal projector, `P ψ = 0` and `ψ ≠ 0`. Then `φ` in
`ψ + range P`, with kinetic quotient `t`, is smoothest exactly when `P T φ = t P φ` and every core
vector `c` has `⟨c, T c⟩ ≥ t ⟨c, c⟩`. -/
theorem smoothest_iff (hT : T.IsSymmetric) (hP : P.IsSymmetric) (hPP : ∀ x, P (P x) = P x)
    (hψ : P ψ = 0) (h0 : ψ ≠ 0) :
    IsSmoothest T P ψ φ ↔ (∃ a, φ = ψ + P a) ∧
      (P (T φ) = (kineticQuotient T φ : ℂ) • P φ ∧
        ∀ c, kineticQuotient T φ * ‖P c‖ ^ 2 ≤ (inner ℂ (P c) (T (P c))).re) := by
  unfold IsSmoothest
  refine and_congr_right ?_
  rintro ⟨a, ha⟩
  have hφ : φ ≠ 0 := by
    rw [ha]
    exact pseudo_ne_zero hPP hψ h0 a
  have h1 : (inner ℂ φ (T φ)).re - kineticQuotient T φ * ‖φ‖ ^ 2 = 0 := by
    rw [kineticQuotient, div_mul_cancel₀ _ (pow_ne_zero 2 (norm_ne_zero_iff.mpr hφ)), sub_self]
  generalize kineticQuotient T φ = t at h1 ⊢
  obtain ⟨w, hw⟩ : ∃ w, w = T φ - (t : ℂ) • φ := ⟨_, rfl⟩
  -- comparison of `φ` with `φ + P c`
  have key : ∀ c, t ≤ kineticQuotient T (φ + P c) ↔
      0 ≤ 2 * (inner ℂ (P c) w).re + ((inner ℂ (P c) (T (P c))).re - t * ‖P c‖ ^ 2) := by
    intro c
    have hne : φ + P c ≠ 0 := by
      rw [ha, add_assoc, ← map_add]
      exact pseudo_ne_zero hPP hψ h0 _
    have hpos : 0 < ‖φ + P c‖ ^ 2 := pow_pos (norm_pos_iff.mpr hne) 2
    have e := kinetic_expansion hT φ (P c) t
    rw [← hw] at e
    rw [kineticQuotient, le_div_iff₀ hpos]
    constructor <;> intro h <;> linarith
  have hPw : P w = 0 ↔ P (T φ) = (t : ℂ) • P φ := by
    rw [hw, map_sub, map_smul, sub_eq_zero]
  have hlin : P w = 0 → ∀ c, (inner ℂ (P c) w).re = 0 := by
    intro h c
    rw [hP c w, h, inner_zero_right, Complex.zero_re]
  constructor
  · intro hmin
    have h : ∀ c, t ≤ kineticQuotient T (φ + P c) := by
      intro c
      have h2 := hmin (a + c)
      rwa [map_add, ← add_assoc, ← ha] at h2
    have hself : (inner ℂ (P w) w).re = ‖P w‖ ^ 2 := by
      have h2 : inner ℂ (P w) w = inner ℂ (P w) (P w) := by
        have h3 := hP (P w) w
        rwa [hPP] at h3
      rw [h2]
      exact inner_self_eq_norm_sq (𝕜 := ℂ) (P w)
    -- a quadratic in the admixture `s` that is never negative has no linear term
    have hquad : ∀ s : ℝ, 0 ≤ ((inner ℂ (P w) (T (P w))).re - t * ‖P w‖ ^ 2) * (s * s)
        + (2 * ‖P w‖ ^ 2) * s + 0 := by
      intro s
      have h2 := (key ((s : ℂ) • w)).1 (h _)
      simp only [map_smul, inner_smul_left, inner_smul_right, Complex.conj_ofReal,
        Complex.re_ofReal_mul, norm_smul, Complex.norm_real, Real.norm_eq_abs, mul_pow,
        sq_abs, hself] at h2
      linear_combination h2
    have hd := discrim_le_zero hquad
    unfold discrim at hd
    have h3 : (‖P w‖ ^ 2) ^ 2 = 0 := le_antisymm (by linarith) (sq_nonneg _)
    have h4 : P w = 0 := norm_eq_zero.1 (pow_eq_zero_iff two_ne_zero |>.1
      (pow_eq_zero_iff two_ne_zero |>.1 h3))
    refine ⟨hPw.1 h4, fun c => ?_⟩
    have h5 := (key c).1 (h c)
    rw [hlin h4 c] at h5
    linarith
  · rintro ⟨hs, hc⟩ c
    have e : φ + P (c - a) = ψ + P c := by
      rw [ha, map_sub]
      abel
    rw [← e, key, hlin (hPw.2 hs)]
    linarith [hc (c - a)]

/-- Let the idempotent `P` commute with `T + V`, let `(T + V) ψ = E ψ` and `P ψ = 0`. For `φ` in
`ψ + range P` and any number `τ`, the pseudopotential equation with `τ` holds exactly when
`P T φ = τ P φ`. -/
theorem pseudo_equation_iff {E : ℂ} (τ : ℂ) (hPP : ∀ x, P (P x) = P x)
    (hcomm : ∀ x, P ((T + V) x) = (T + V) (P x)) (hH : (T + V) ψ = E • ψ)
    (hψ : P ψ = 0) (hφ : ∃ a, φ = ψ + P a) :
    T φ + pseudopotential V P E τ φ = E • φ ↔ P (T φ) = τ • P φ := by
  obtain ⟨a, ha⟩ := hφ
  have h1 : P φ = P a := by rw [ha, map_add, hψ, hPP, zero_add]
  have h4 : φ - P φ = ψ := by rw [h1, ha, add_sub_cancel_right]
  -- outside the core, `φ` obeys the original Schrödinger equation
  have h2 : T φ + V φ - (P (T φ) + P (V φ)) = E • (φ - P φ) := by
    have h3 := hcomm φ
    simp only [LinearMap.add_apply, map_add] at h3
    rw [h4, ← hH, h3, ← h4]
    simp only [LinearMap.add_apply, map_sub]
  have key : T φ + pseudopotential V P E τ φ - E • φ = P (T φ) - τ • P φ := by
    simp only [pseudopotential, LinearMap.add_apply, LinearMap.comp_apply,
      LinearMap.sub_apply, LinearMap.id_apply, LinearMap.smul_apply]
    linear_combination (norm := module) h2
  constructor
  · intro h
    exact sub_eq_zero.1 (key.symm.trans (sub_eq_zero.2 h))
  · intro h
    exact sub_eq_zero.1 (key.trans (sub_eq_zero.2 h))

/-- Let `T` be symmetric, `P` an orthogonal projector commuting with `T + V`, `(T + V) ψ = E ψ`,
`P ψ = 0` and `ψ ≠ 0`. A smoothest pseudo-wavefunction `φ` with kinetic quotient `t` satisfies
`P T φ = t P φ` and `(T + (1 - P) V + (E - t) P) φ = E φ`. -/
theorem smoothest_pseudo_equation {E : ℂ} (hT : T.IsSymmetric) (hP : P.IsSymmetric)
    (hPP : ∀ x, P (P x) = P x) (hcomm : ∀ x, P ((T + V) x) = (T + V) (P x))
    (hH : (T + V) ψ = E • ψ) (hψ : P ψ = 0) (h0 : ψ ≠ 0) (hφ : IsSmoothest T P ψ φ) :
    P (T φ) = (kineticQuotient T φ : ℂ) • P φ ∧
      T φ + pseudopotential V P E (kineticQuotient T φ) φ = E • φ := by
  have hs := ((smoothest_iff hT hP hPP hψ h0).1 hφ).2.1
  exact ⟨hs, (pseudo_equation_iff _ hPP hcomm hH hψ hφ.1).2 hs⟩

/-- The operator on a two-level system with real symmetric matrix `(a, b; b, d)`. -/
def twoLevel (a b d : ℝ) : EuclideanSpace ℂ (Fin 2) →ₗ[ℂ] EuclideanSpace ℂ (Fin 2) where
  toFun x := !₂[(a : ℂ) * x 0 + b * x 1, (b : ℂ) * x 0 + d * x 1]
  map_add' x y := by
    ext i
    fin_cases i <;> simp <;> ring
  map_smul' k x := by
    ext i
    fin_cases i <;> simp <;> ring

/-- Every two-level operator with a real symmetric matrix is symmetric. -/
theorem twoLevel_symmetric (a b d : ℝ) : (twoLevel a b d).IsSymmetric := by
  intro x y
  simp [twoLevel, PiLp.inner_apply, Fin.sum_univ_two]
  ring

/-- A two-level instance: `T = (2, -1; -1, 2)`, `V = (-5, 1; 1, -3)`, core projector
`P = (1, 0; 0, 0)`, valence state `ψ = (0, 1)` with `E = -1`, and smoothest `φ = (1, 1)`. -/
theorem smoothest_witness :
    let T := twoLevel 2 (-1) 2
    let V := twoLevel (-5) 1 (-3)
    let P := twoLevel 1 0 0
    let ψ : EuclideanSpace ℂ (Fin 2) := !₂[0, 1]
    T.IsSymmetric ∧ P.IsSymmetric ∧ (∀ x, P (P x) = P x) ∧
      (∀ x, P ((T + V) x) = (T + V) (P x)) ∧ (T + V) ψ = (-1 : ℂ) • ψ ∧ P ψ = 0 ∧ ψ ≠ 0 ∧
      IsSmoothest T P ψ !₂[1, 1] := by
  intro T V P ψ
  have hPP : ∀ x, P (P x) = P x := by
    intro x
    ext i
    fin_cases i <;> simp [P, twoLevel]
  have hψ : P ψ = 0 := by
    ext i
    fin_cases i <;> simp [P, ψ, twoLevel]
  have h0 : ψ ≠ 0 := by
    intro h
    have h1 := congrArg (fun v : EuclideanSpace ℂ (Fin 2) => v 1) h
    simp [ψ] at h1
  have hq : kineticQuotient T !₂[1, 1] = 1 := by
    simp [T, kineticQuotient, twoLevel, EuclideanSpace.norm_sq_eq, PiLp.inner_apply,
      Fin.sum_univ_two]
    norm_num
  refine ⟨twoLevel_symmetric _ _ _, twoLevel_symmetric _ _ _, hPP, ?_, ?_, hψ, h0, ?_⟩
  · intro x
    ext i
    fin_cases i <;> simp [T, V, P, twoLevel]
    ring
  · ext i
    fin_cases i <;> simp [T, V, ψ, twoLevel]
    norm_num
  · -- the characterization replaces minimality by two conditions on `φ` and the core vectors
    rw [smoothest_iff (twoLevel_symmetric _ _ _) (twoLevel_symmetric _ _ _) hPP hψ h0, hq]
    refine ⟨⟨!₂[1, 0], ?_⟩, ?_, fun c => ?_⟩
    · ext i
      fin_cases i <;> simp [ψ, twoLevel]
    · ext i
      fin_cases i <;> simp [twoLevel] <;> norm_num
    · simp [twoLevel, EuclideanSpace.norm_sq_eq, PiLp.inner_apply, Fin.sum_univ_two,
        Complex.sq_norm, Complex.normSq_apply]
      nlinarith [mul_self_nonneg (c 0).re, mul_self_nonneg (c 0).im]

end

end SmoothestPseudoWavefunction
```

```lean
#print axioms SmoothestPseudoWavefunction.smoothest_pseudo_equation
```

```
'SmoothestPseudoWavefunction.smoothest_pseudo_equation' depends on axioms: [propext, Classical.choice, Quot.sound]
```

## Smoothing a valence state with core admixture

A valence orbital is orthogonal to the core orbitals, and when the core contains orbitals of the same angular momentum, it has radial nodes near the nucleus. Adding core orbitals to it can remove oscillations while leaving its component outside the core space unchanged. The sum φ = ψ + Pc is a pseudo-wavefunction, but the admixture Pc is still free. Here it is chosen so that the normalized φ has the lowest mean kinetic energy. "Smoothest" therefore refers to this one average, not to the shape of φ at each point.

The operator (1 − P)V + (E − t)P takes the core component of Vφ away and puts (E − t)Pφ in its place. It differs from the usual Phillips–Kleinman form V + (E − H)P, which gives the eigenvalue E for every admixture. Since P commutes with H, that form equals (1 − P)V + EP − PT, and on the smoothest φ the term PTφ becomes tPφ. The operator here thus depends on the state through both E and t. For Hermitian V and real E the usual form is Hermitian, whereas the operator here is Hermitian only if P commutes with V.

This bears on the construction of pseudopotentials in electronic structure theory, within a one-electron model whose core and valence states belong to the same Hamiltonian. Norm conservation is not imposed: ψ and Pφ are orthogonal, so any nonzero admixture makes φ longer than ψ, and normalizing φ then reduces the weight of its valence part.

## The theorem in terms of linear maps

The states live in `F`, a complex inner product space of any dimension, complete or not. `T`, `V` and `P` are linear maps from `F` to itself. `inner ℂ x y` is ⟨x,y⟩, conjugate-linear in the first argument as in Dirac notation.

- `T.IsSymmetric` says ⟨Tx,y⟩ = ⟨x,Ty⟩. The same property of `P`, together with `hPP`, makes `P` an orthogonal projector.
- `hcomm` says that P commutes with T + V, and `hH` is the Schrödinger equation for ψ. Hermiticity of V is not assumed separately, and `E` may be any complex number; for a Hermitian H it is real.
- `kineticQuotient T φ` is Re⟨φ,Tφ⟩/‖φ‖². For symmetric T the inner product is already real.
- `IsSmoothest T P ψ φ` says that φ = ψ + Pa for some a, and that no ψ + Pc has a lower quotient.

`smoothest_pseudo_equation` draws both displayed equations from these hypotheses. The case P = 0 is allowed; then φ = ψ and the second equation is the original Schrödinger equation.

The existence of a minimizer is assumed, and it can fail even in two dimensions. For T = diag(1, 2), with the first basis vector as core and the second as ψ, the quotient approaches 1 as the admixture grows but never reaches it.

The hypotheses also require T, V and P to map one and the same space into itself. For a Coulomb potential −Z/r, no such space of square-integrable functions contains the atomic orbitals, because multiplying an orbital by 1/r often enough gives a function that is not square-integrable. The theorem therefore does not cover that case directly. It does apply to matrices in a finite orthonormal basis, provided that P commutes with the matrix of H and ψ is an eigenvector of that matrix.

## Minimization fixes the core part of Tφ

No trial vector vanishes. If ψ + Pc = 0, applying P gives Pc = 0, because Pψ = 0 and P² = P; then ψ = 0, a contradiction. This is `pseudo_ne_zero`, and it allows every quotient to be multiplied by its denominator.

Now let φ be a trial vector with quotient t, and put w = Tφ − tφ. For any vector c, symmetry of T gives

⟨φ + c, T(φ + c)⟩ − t‖φ + c‖² = (⟨φ,Tφ⟩ − t‖φ‖²) + 2 Re⟨c,w⟩ + (⟨c,Tc⟩ − t‖c‖²).

This is `kinetic_expansion`. The first bracket on the right is zero by the definition of t. Replacing c by the core vector Pc, we see that φ + Pc has a quotient of at least t exactly when

0 ≤ 2 Re⟨Pc,w⟩ + ⟨Pc,TPc⟩ − t‖Pc‖².

Inside `smoothest_iff` this equivalence is called `key`.

Suppose φ is a minimizer. Then the inequality holds for every c, in particular for c = sw with s real. Since ⟨Pw,w⟩ = ⟨Pw,Pw⟩ = ‖Pw‖², it reads

0 ≤ As² + 2‖Pw‖²s, with A = ⟨Pw,TPw⟩ − t‖Pw‖².

A real quadratic that is never negative has discriminant at most zero, so 4‖Pw‖⁴ ≤ 0 and Pw = 0. That is PTφ = tPφ. In the code, `hquad` is the quadratic and `discrim_le_zero` supplies the bound, which also holds when A = 0.

Once Pw = 0, the linear term ⟨Pc,w⟩ = ⟨c,Pw⟩ vanishes for every c, and what remains is

⟨Pc,TPc⟩ ≥ t‖Pc‖².

So no nonzero core vector has a kinetic quotient below t. Conversely, these two conditions make the right-hand side of the comparison nonnegative for every c, so φ is a minimizer. The code shifts the admixture by `c - a` here, because the comparison starts from φ = ψ + Pa while the definition starts from ψ. `smoothest_iff` thus characterizes the minimizers completely, and its proof uses neither V nor the Schrödinger equation.

## From the stationarity condition to the pseudopotential

For φ = ψ + Pa we have Pφ = Pa, hence φ − Pφ = ψ. Since P commutes with H,

(1 − P)Hφ = H(φ − Pφ) = Hψ = Eψ = E(φ − Pφ).

Written out, this is the step `h2` of `pseudo_equation_iff`:

Tφ + Vφ − PTφ − PVφ = Eφ − EPφ.

Moving terms and subtracting τPφ for an arbitrary number τ gives

Tφ + (1 − P)Vφ + (E − τ)Pφ − Eφ = PTφ − τPφ.

The left side vanishes exactly when the right side does. So the pseudopotential equation with parameter τ is equivalent to PTφ = τPφ, for any trial vector, minimizer or not. In the code this identity is the second `key`, obtained from `h2` by linear algebra in the vector space. The main theorem takes τ = t and inserts the condition found by minimization.

## A two-level case with equal core and valence weights

`smoothest_witness` gives matrices that satisfy all the hypotheses with a nonzero admixture:

T = (2, −1; −1, 2), V = (−5, 1; 1, −3), P = (1, 0; 0, 0).

Their sum H = diag(−3, −1) has a core level at −3 and a valence level at E = −1, with ψ = (0, 1). The smoothest vector is φ = (1, 1), or (1, 1)/√2 when normalized. Its quotient is t = 1, whereas ψ has 2.

The proof applies `smoothest_iff`. Since φ = ψ + P(1, 0), two conditions remain to be checked. First, Tφ = (1, 1), so PTφ = (1, 0) = tPφ. Second, a core vector c has ⟨c,Tc⟩ = 2‖c‖² ≥ ‖c‖².

The pseudopotential equation can be followed term by term: Tφ = (1, 1), (1 − P)Vφ = (0, −2) and (E − t)Pφ = (−2, 0). They add up to (−1, −1) = Eφ.
